# A parity-allowed dipole integral that vanishes: harmonic-oscillator levels 0 and 3

An oscillator level is represented here by an explicit function, a Hermite polynomial times a Gaussian, and not as a solution of the Schrödinger equation; that these functions are the stationary states is taken as input. The coordinate is \(x = q\sqrt{M\omega/\hbar}\), with displacement \(q\), mass \(M\) and angular frequency \(\omega\). The dipole operator is \(x\) itself, which stands for a dipole moment linear in the displacement. "Allowed by parity" means that the dipole integrand is even.

```lean
import Mathlib

open Polynomial MeasureTheory

namespace OscillatorSelectionRule

noncomputable section
```

## Levels and dipole integrals

The Hermite polynomials are generated by
\[ H_0 = 1, \qquad H_{n+1} = 2xH_n - H_n', \]
so \(H_1 = 2x\), \(H_2 = 4x^2-2\) and \(H_3 = 8x^3-12x\). In Lean they are real polynomials, of type `ℝ[X]`, which can be differentiated algebraically.

```lean
/-- The Hermite polynomials of the oscillator, generated by `H₀ = 1` and
`Hₙ₊₁ = 2x Hₙ - Hₙ'`. -/
def herm : ℕ → ℝ[X]
  | 0 => 1
  | n + 1 => C 2 * X * herm n - derivative (herm n)
```

Level \(n\) is the unnormalised real function \(\psi_n(x) = H_n(x)\,e^{-x^2/2}\).

```lean
/-- The unnormalised wavefunction of oscillator level `n` in the dimensionless coordinate `x`. -/
def level (n : ℕ) (x : ℝ) : ℝ := (herm n).eval x * Real.exp (-x ^ 2 / 2)
```

The dipole integral is \(\int_{\mathbb R}\psi_m\,x\,\psi_n\,dx\). Normalisation would multiply it by a nonzero constant, so it does not affect whether the integral vanishes.

```lean
/-- The dipole integral between the unnormalised levels `m` and `n`. -/
def dipole (m n : ℕ) : ℝ := ∫ x : ℝ, level m x * x * level n x
```

The two Gaussian factors combine to \(e^{-x^2}\). For a polynomial \(p\), write \(G(p) = \int_{\mathbb R} p(x)\,e^{-x^2}dx\).

```lean
/-- The integral of a polynomial against the Gaussian weight `exp (-x²)`. -/
def gaussInt (p : ℝ[X]) : ℝ := ∫ x : ℝ, p.eval x * Real.exp (-x ^ 2)
```

## Moving derivatives off the Hermite polynomial

Every \(x^k e^{-x^2}\) is integrable, hence so is every polynomial times \(e^{-x^2}\). The proof treats monomials and sums separately. Integrability matters for a vanishing result, because Lean assigns the value 0 to the integral of a non-integrable function.

```lean
/-- A polynomial times the Gaussian weight is integrable over the whole line. -/
theorem integrable_poly_gauss (p : ℝ[X]) :
    Integrable (fun x : ℝ => p.eval x * Real.exp (-x ^ 2)) := by
  induction p using Polynomial.induction_on' with
  | add p q hp hq =>
    refine (hp.add hq).congr (.of_forall fun x => ?_)
    simp only [Pi.add_apply, eval_add, add_mul]
  | monomial n a =>
    have h := integrable_rpow_mul_exp_neg_mul_sq (b := 1) one_pos (s := (n : ℝ))
      (by have := n.cast_nonneg (α := ℝ); linarith)
    simp only [Real.rpow_natCast, neg_mul, one_mul] at h
    refine (h.const_mul a).congr (.of_forall fun x => ?_)
    simp only [eval_monomial, mul_assoc]
```

By the product rule,
\[ \frac{d}{dx}\bigl(q\,e^{-x^2}\bigr) = (q' - 2xq)\,e^{-x^2} \]
for every polynomial \(q\).

```lean
/-- The derivative of `q exp (-x²)` is `(q' - 2x q) exp (-x²)` for every polynomial `q`. -/
theorem hasDerivAt_poly_gauss (q : ℝ[X]) (x : ℝ) :
    HasDerivAt (fun y : ℝ => q.eval y * Real.exp (-y ^ 2))
      ((derivative q - C 2 * X * q).eval x * Real.exp (-x ^ 2)) x := by
  have h2 : HasDerivAt (fun y : ℝ => -y ^ 2) (-(2 * x)) x := by
    simpa using (hasDerivAt_pow 2 x).fun_neg
  refine ((q.hasDerivAt x).fun_mul h2.exp).congr_deriv ?_
  simp only [eval_sub, eval_mul, eval_C, eval_X]
  ring
```

Take \(q = pH_n\). The recursion gives
\[ (pH_n)' - 2x\,pH_n = p'H_n - p\,(2xH_n - H_n') = p'H_n - pH_{n+1}. \]
The function \(pH_n e^{-x^2}\) and its derivative are both integrable, so the derivative integrates to zero, and
\[ G(pH_{n+1}) = G(p'H_n). \]

```lean
/-- Integration by parts lowers the Hermite index by one and differentiates the other factor. -/
theorem gaussInt_mul_herm_succ (p : ℝ[X]) (n : ℕ) :
    gaussInt (p * herm (n + 1)) = gaussInt (derivative p * herm n) := by
  -- the integral of the derivative of `p Hₙ exp (-x²)` vanishes
  have h0 := integral_eq_zero_of_hasDerivAt_of_integrable
    (hasDerivAt_poly_gauss (p * herm n)) (integrable_poly_gauss _) (integrable_poly_gauss _)
  have hs : herm (n + 1) = C 2 * X * herm n - derivative (herm n) := rfl
  have e : derivative (p * herm n) - C 2 * X * (p * herm n)
      = derivative p * herm n - p * herm (n + 1) := by
    rw [derivative_mul, hs]
    ring
  simp only [e, eval_sub, sub_mul] at h0
  rw [integral_sub (integrable_poly_gauss _) (integrable_poly_gauss _)] at h0
  unfold gaussInt
  linarith
```

Repeating this \(n\) times leaves \(H_0 = 1\):
\[ G(pH_n) = G(p^{(n)}). \]
The induction keeps \(p\) general, since \(p\) changes at each step.

```lean
/-- Integrating a polynomial against `Hₙ exp (-x²)` gives the Gaussian integral of its
`n`-th derivative. -/
theorem gaussInt_mul_herm (n : ℕ) (p : ℝ[X]) :
    gaussInt (p * herm n) = gaussInt (derivative^[n] p) := by
  induction n generalizing p with
  | zero => simp [herm]
  | succ n ih => rw [gaussInt_mul_herm_succ, ih, Function.iterate_succ_apply]
```

## Why levels more than one step apart do not couple

The degree of \(H_n\) is at most \(n\): multiplication by \(2x\) raises the degree by one, and differentiation does not raise it.

```lean
/-- The Hermite polynomial `Hₙ` has degree at most `n`. -/
theorem natDegree_herm_le (n : ℕ) : (herm n).natDegree ≤ n := by
  induction n with
  | zero => simp [herm]
  | succ n ih =>
    have h1 := natDegree_mul_le (p := C (2 : ℝ) * X) (q := herm n)
    have h2 := natDegree_C_mul_X (2 : ℝ) two_ne_zero
    have h3 := natDegree_derivative_le (herm n)
    exact (natDegree_sub_le _ _).trans (max_le (by omega) (by omega))
```

Since \(e^{-x^2/2}e^{-x^2/2} = e^{-x^2}\), the dipole integral is \(G(xH_mH_n)\).

```lean
/-- The dipole integral is the Gaussian integral of `x Hₘ Hₙ`. -/
theorem dipole_eq_gaussInt (m n : ℕ) : dipole m n = gaussInt (X * herm m * herm n) := by
  unfold dipole gaussInt level
  congr 1
  funext x
  have h : Real.exp (-x ^ 2) = Real.exp (-x ^ 2 / 2) * Real.exp (-x ^ 2 / 2) := by
    rw [← Real.exp_add]
    congr 1
    ring
  rw [h]
  simp only [eval_mul, eval_X]
  ring
```

Put \(p = xH_m\), of degree at most \(m+1\). If \(m+1<n\), then \(p^{(n)} = 0\), and the dipole integral vanishes. The hypothesis `m + 1 < n` names \(n\) as the upper level; the integrand is symmetric in the two levels, so this is only a labelling.

```lean
/-- The dipole integral vanishes whenever the upper level lies more than one step above the
lower one. -/
theorem dipole_eq_zero {m n : ℕ} (h : m + 1 < n) : dipole m n = 0 := by
  have h1 := natDegree_mul_le (p := (X : ℝ[X])) (q := herm m)
  have h2 := natDegree_X_le (R := ℝ)
  have h3 := natDegree_herm_le m
  -- `n` derivatives annihilate `x Hₘ`
  rw [dipole_eq_gaussInt, gaussInt_mul_herm, iterate_derivative_eq_zero (by omega)]
  simp [gaussInt]
```

For a one-dimensional harmonic vibration with a linear dipole moment, this is the absence of overtones from the dipole spectrum. A constant part of the dipole moment does not change this, because different levels are orthogonal: for \(m<n\), \(n\) derivatives annihilate \(H_m\), so \(G(H_mH_n) = 0\).

## What parity says

Suppose \(H_n(-x) = (-1)^nH_n(x)\). Differentiating gives \(-H_n'(-x) = (-1)^nH_n'(x)\), and therefore
\[ H_{n+1}(-x) = -2xH_n(-x) - H_n'(-x) = (-1)^{n+1}H_{n+1}(x). \]
The Gaussian is even, so \(\psi_n(-x) = (-1)^n\psi_n(x)\). Lean runs the same induction on polynomials, with \(-x\) substituted by `comp`.

```lean
/-- Oscillator level `n` has parity `(-1)ⁿ`. -/
theorem level_neg (n : ℕ) (x : ℝ) : level n (-x) = (-1) ^ n * level n x := by
  have hc : (herm n).comp (-X) = C ((-1) ^ n) * herm n := by
    induction n with
    | zero => simp [herm]
    | succ n ih =>
      have hd := congrArg derivative ih
      rw [derivative_comp, derivative_C_mul, derivative_neg, derivative_X] at hd
      have hs : herm (n + 1) = C 2 * X * herm n - derivative (herm n) := rfl
      have hC : C ((-1 : ℝ) ^ (n + 1)) = -C ((-1 : ℝ) ^ n) := by
        rw [pow_succ, mul_neg_one, C_neg]
      rw [hs, hC, sub_comp, mul_comp, mul_comp, C_comp, X_comp, ih]
      linear_combination hd
  have h := congrArg (eval x) hc
  simp only [eval_comp, eval_neg, eval_X, eval_mul, eval_C] at h
  unfold level
  rw [h, neg_sq, mul_assoc]
```

The integrand \(\psi_m x\psi_n\) thus acquires the factor \((-1)^{m+n+1}\) under \(x\to-x\). It is even when \(m+n\) is odd, and parity then gives no reason for the integral to vanish.

```lean
/-- If `m + n` is odd, the dipole integrand between levels `m` and `n` is even. -/
theorem integrand_even {m n : ℕ} (h : Odd (m + n)) (x : ℝ) :
    level m (-x) * (-x) * level n (-x) = level m x * x * level n x := by
  have hp : (-1 : ℝ) ^ m * (-1) ^ n = -1 := by rw [← pow_add, h.neg_one_pow]
  rw [level_neg, level_neg]
  linear_combination (-(level m x * x * level n x)) * hp
```

## Levels 0 and 3

Here the integrand is \(x(8x^3-12x)\,e^{-x^2}\), and
\[ \frac{d}{dx}\bigl(-4x^3e^{-x^2}\bigr) = (8x^4-12x^2)\,e^{-x^2}. \]
The function being differentiated tends to zero at both ends of the line, so the positive and negative parts of the integrand cancel.

```lean
/-- The dipole integrand between levels 0 and 3 is `x (8x³ - 12x) exp (-x²)`, and it is the
derivative of `-4x³ exp (-x²)`. -/
theorem integrand_zero_three (x : ℝ) :
    level 0 x * x * level 3 x = x * (8 * x ^ 3 - 12 * x) * Real.exp (-x ^ 2) ∧
    HasDerivAt (fun y : ℝ => -4 * y ^ 3 * Real.exp (-y ^ 2))
      (x * (8 * x ^ 3 - 12 * x) * Real.exp (-x ^ 2)) x := by
  constructor
  · have h : Real.exp (-x ^ 2) = Real.exp (-x ^ 2 / 2) * Real.exp (-x ^ 2 / 2) := by
      rw [← Real.exp_add]
      congr 1
      ring
    rw [h]
    simp only [level, herm, derivative_sub, derivative_add, derivative_mul, derivative_C,
      derivative_X, derivative_one, derivative_zero, eval_sub, eval_add, eval_mul, eval_C,
      eval_X, eval_one, eval_zero]
    ring
  · have hf : (fun y : ℝ => -4 * y ^ 3 * Real.exp (-y ^ 2))
        = fun y : ℝ => (C (-4) * (X * X * X) : ℝ[X]).eval y * Real.exp (-y ^ 2) := by
      funext y
      simp only [eval_mul, eval_C, eval_X]
      ring
    rw [hf]
    refine (hasDerivAt_poly_gauss _ x).congr_deriv ?_
    simp only [derivative_mul, derivative_C, derivative_X, eval_sub, eval_add, eval_mul,
      eval_C, eval_X, eval_one, eval_zero]
    ring
```

At \(x=1\) the integrand equals \(-4/e\), so it is not identically zero. The theorem joins three statements: the integrand is even, it is nonzero at \(x=1\), and its integral is zero. Lean takes the last from the general result for \(m+1<n\), with \(m=0\) and \(n=3\).

```lean
/-- Allowed by parity does not imply nonzero: between levels 0 and 3 the dipole integrand is
even and does not vanish at `x = 1`, yet the dipole integral is zero. -/
theorem parity_allowed_but_zero :
    (∀ x : ℝ, level 0 (-x) * (-x) * level 3 (-x) = level 0 x * x * level 3 x) ∧
    level 0 1 * 1 * level 3 1 ≠ 0 ∧
    dipole 0 3 = 0 := by
  refine ⟨integrand_even (by decide), ?_, dipole_eq_zero (by norm_num)⟩
  rw [(integrand_zero_three 1).1]
  exact mul_ne_zero (by norm_num) (Real.exp_ne_zero _)
```

## Levels 0 and 1, for contrast

One integration by parts with \(p=x\) gives
\[ G(xH_1) = G(1) = \sqrt\pi. \]
The squared norms of \(\psi_0\) and \(\psi_1\) are \(\sqrt\pi\) and \(2\sqrt\pi\), so between normalised levels the value is \(1/\sqrt2\), or \(\sqrt{\hbar/(2M\omega)}\) for the displacement \(q\).

```lean
/-- Between the unnormalised levels 0 and 1 the dipole integral equals `√π`. -/
theorem dipole_zero_one : dipole 0 1 = √Real.pi := by
  rw [dipole_eq_gaussInt]
  have e : derivative (X * herm 0) * herm 0 = 1 := by simp [herm]
  have h := gaussInt_mul_herm_succ (X * herm 0) 0
  rw [e] at h
  refine h.trans ?_
  simpa [gaussInt] using integral_gaussian 1

end

end OscillatorSelectionRule
```

```lean
#print axioms OscillatorSelectionRule.parity_allowed_but_zero
#print axioms OscillatorSelectionRule.dipole_zero_one
```

```
'OscillatorSelectionRule.parity_allowed_but_zero' depends on axioms: [propext, Classical.choice, Quot.sound]
'OscillatorSelectionRule.dipole_zero_one' depends on axioms: [propext, Classical.choice, Quot.sound]
```
